# One s-wave binding energy fits exactly one square-well depth for each number of core nodes

When a square well of fixed radius $R$ stands in for an ion core, its depth is adjusted until the valence s electron has the required binding energy. This fit needs a second input: the number of nodes that the wave is to have inside the well. For each number $n = 0, 1, 2, \dots$ exactly one depth gives the energy, and the depths increase with $n$. In this one-electron model, a binding energy alone therefore doesn't determine the core potential. A 3s-like wave takes $n = 2$, a nodeless pseudo-orbital $n = 0$.

```lean
import Mathlib

open Real Set

namespace SquareWellCore

noncomputable section
```

## The waves and the well

In atomic units, let $u(r) = r\psi(r)$ be the reduced radial function, which the code simply calls the radial function. It vanishes at the origin, so inside the well $u = \sin(Kr)$ with wavenumber $K > 0$. The wave is left unnormalised.

```lean
/-- The s-wave radial function `sin (K r)` inside the well. -/
def innerWave (K r : ℝ) : ℝ := sin (K * r)
```

Outside, the potential is zero and the energy is $-k^2/2$ with $k > 0$. The decaying solution has a free amplitude $A$.

```lean
/-- The radial function `A exp (-k r)` outside the well. -/
def outerWave (k A r : ℝ) : ℝ := A * exp (-k * r)
```

Inside, the potential is $-V$. The kinetic energy $K^2/2$ equals $V - k^2/2$, so $V = (K^2 + k^2)/2$.

```lean
/-- The well depth, in atomic units, that gives inner wavenumber `K` at energy `-k²/2`. -/
def wellDepth (k K : ℝ) : ℝ := (K ^ 2 + k ^ 2) / 2
```

A finite jump in the potential leaves $u$ and $u'$ continuous. `Matched k R K` says that some $A$ achieves both at $R$.

```lean
/-- The inner wave joins some outer wave at `R` with equal value and equal slope. -/
def Matched (k R K : ℝ) : Prop :=
  ∃ A, innerWave K R = outerWave k A R ∧
    deriv (innerWave K) R = deriv (outerWave k A) R
```

Core nodes are the zeros with $0 < r < R$, so the origin doesn't count.

```lean
/-- The core nodes: zeros of the inner wave strictly between the origin and `R`. -/
def coreNodes (R K : ℝ) : Set ℝ := {r | (0 < r ∧ r < R) ∧ innerWave K r = 0}
```

The slopes are $K\cos(Kr)$ inside and $-kAe^{-kr}$ outside.

```lean
/-- The slopes of the inner and the outer wave. -/
theorem hasDerivAt_waves (k K A r : ℝ) :
    HasDerivAt (innerWave K) (K * cos (K * r)) r ∧
      HasDerivAt (outerWave k A) (-k * outerWave k A r) r := by
  have h1 : HasDerivAt (fun x => sin (K * x)) (cos (K * r) * (K * 1)) r :=
    ((hasDerivAt_id r).const_mul K).sin
  have h2 : HasDerivAt (fun x => A * exp (-k * x)) (A * (exp (-k * r) * (-k * 1))) r :=
    (((hasDerivAt_id r).const_mul (-k)).exp).const_mul A
  exact ⟨h1.congr_deriv (by ring), h2.congr_deriv (by unfold outerWave; ring)⟩
```

Differentiating again gives $u'' = -K^2u$ inside, hence $-\tfrac12u'' - Vu = (\tfrac12K^2 - V)u = -\tfrac12k^2u$. Outside, $u'' = k^2u$ gives $-\tfrac12u'' = -\tfrac12k^2u$. Lean checks both identities at every real $r$; the physics uses each on its own side of $R$.

```lean
/-- The inner wave solves the radial Schrödinger equation in a well of depth `wellDepth k K`,
and the outer wave solves the free one, both at energy `-k²/2`. -/
theorem waves_schrodinger (k K A r : ℝ) :
    -(1 / 2) * deriv (deriv (innerWave K)) r - wellDepth k K * innerWave K r
        = -(k ^ 2 / 2) * innerWave K r ∧
      -(1 / 2) * deriv (deriv (outerWave k A)) r = -(k ^ 2 / 2) * outerWave k A r := by
  have h1 : deriv (innerWave K) = fun x => K * cos (K * x) :=
    funext fun x => (hasDerivAt_waves k K A x).1.deriv
  have h2 : deriv (outerWave k A) = fun x => -k * outerWave k A x :=
    funext fun x => (hasDerivAt_waves k K A x).2.deriv
  have h3 : HasDerivAt (fun x => K * cos (K * x)) (K * (-sin (K * r) * (K * 1))) r :=
    (((hasDerivAt_id r).const_mul K).cos).const_mul K
  have h4 : HasDerivAt (fun x => -k * outerWave k A x) (-k * (-k * outerWave k A r)) r :=
    (hasDerivAt_waves k K A r).2.const_mul (-k)
  rw [h1, h2, h3.deriv, h4.deriv]
  constructor
  · unfold wellDepth innerWave
    ring
  · ring
```

## The matching condition

Continuity requires $\sin(KR) = Ae^{-kR}$ and $K\cos(KR) = -kAe^{-kR}$. Inserting the first in the second gives $K\cos(KR) = -k\sin(KR)$. Conversely, if this holds, $A = \sin(KR)\,e^{kR}$ satisfies both.

```lean
/-- Smooth matching at `R` is the condition `K cos (KR) = -k sin (KR)`. -/
theorem matched_iff (k R K : ℝ) :
    Matched k R K ↔ K * cos (K * R) = -k * sin (K * R) := by
  constructor
  · rintro ⟨A, h1, h2⟩
    rw [(hasDerivAt_waves k K A R).1.deriv, (hasDerivAt_waves k K A R).2.deriv, ← h1] at h2
    exact h2
  · intro h
    -- the amplitude of the tail is fixed by continuity
    have hv : innerWave K R = outerWave k (sin (K * R) * exp (k * R)) R := by
      unfold innerWave outerWave
      have e : k * R + -k * R = 0 := by ring
      rw [mul_assoc, ← Real.exp_add, e, Real.exp_zero, mul_one]
    refine ⟨_, hv, ?_⟩
    rw [(hasDerivAt_waves k K 0 R).1.deriv, (hasDerivAt_waves k K _ R).2.deriv, ← hv]
    exact h
```

Let $\theta = KR - n\pi$. Sine and cosine of $\theta$ differ from those of $KR$ by the same factor $(-1)^n$, which cancels, so the condition also reads $K\cos\theta = -k\sin\theta$.

```lean
/-- The matching condition is unchanged when `n` half-turns are removed from the phase `KR`. -/
theorem matched_iff_phase (k R K : ℝ) (n : ℕ) :
    Matched k R K ↔ K * cos (K * R - n * π) = -k * sin (K * R - n * π) := by
  rw [matched_iff, Real.cos_sub_nat_mul_pi, Real.sin_sub_nat_mul_pi]
  rcases neg_one_pow_eq_or ℝ n with h | h <;> rw [h] <;> constructor <;> intro e <;> linarith
```

If $n\pi/R < K < (n+1)\pi/R$, then $0 < \theta < \pi$ and $\sin\theta > 0$. Matching then makes $K\cos\theta$ negative, and since $K > 0$, $\cos\theta < 0$.

```lean
/-- For `k, R > 0`, a matched `K` strictly between `nπ/R` and `(n+1)π/R` is positive, and its
reduced phase `KR - nπ` has positive sine and negative cosine. -/
theorem phase_signs {k R K : ℝ} (hk : 0 < k) (hR : 0 < R) (n : ℕ)
    (hK : K ∈ Ioo (n * π / R) ((n + 1) * π / R)) (hm : Matched k R K) :
    0 < K ∧ 0 < sin (K * R - n * π) ∧ cos (K * R - n * π) < 0 := by
  have hpos : 0 < K := lt_of_le_of_lt (by positivity) hK.1
  have h1 := (div_lt_iff₀ hR).1 hK.1
  have h2 := (lt_div_iff₀ hR).1 hK.2
  have hs : 0 < sin (K * R - n * π) :=
    Real.sin_pos_of_pos_of_lt_pi (by linarith) (by linarith)
  refine ⟨hpos, hs, ?_⟩
  have e := (matched_iff_phase k R K n).1 hm
  by_contra h
  have h3 := mul_nonneg hpos.le (not_lt.1 h)
  have h4 := mul_pos hk hs
  linarith
```

A negative cosine on $(0,\pi)$ means $\theta > \pi/2$, that is, $K > (n+\tfrac12)\pi/R$.

```lean
/-- For `k, R > 0`, a matched `K` strictly between `nπ/R` and `(n+1)π/R` lies above the midpoint. -/
theorem midpoint_lt {k R K : ℝ} (hk : 0 < k) (hR : 0 < R) (n : ℕ)
    (hK : K ∈ Ioo (n * π / R) ((n + 1) * π / R)) (hm : Matched k R K) :
    (n + 1 / 2) * π / R < K := by
  have hc := (phase_signs hk hR n hK hm).2.2
  have h1 := (div_lt_iff₀ hR).1 hK.1
  rw [div_lt_iff₀ hR]
  by_contra h
  have h2 := not_lt.1 h
  have h3 : 0 ≤ cos (K * R - n * π) :=
    Real.cos_nonneg_of_mem_Icc ⟨by linarith [Real.pi_pos], by linarith⟩
  linarith
```

## One wavenumber in each interval

Suppose $p < q$ both match in the same interval, with reduced phases $\alpha = pR - n\pi$ and $\beta = qR - n\pi$. Since $0 < \beta - \alpha < \pi$, $\sin(\beta-\alpha) > 0$. But $p\cos\alpha = -k\sin\alpha$ and $q\cos\beta = -k\sin\beta$ give

$$p\sin(\beta-\alpha) = -k\sin\alpha\sin\beta - p\cos\beta\sin\alpha = (q-p)\cos\beta\sin\alpha < 0,$$

a contradiction. This is `key` in the proof, where `linear_combination` supplies the identity.

For existence, take $f(x) = x\cos(xR-n\pi) + k\sin(xR-n\pi)$. At the midpoint $f = k > 0$; at the upper end $b = (n+1)\pi/R$, $f = -b < 0$. The intermediate value theorem gives a zero between them.

```lean
/-- For `k, R > 0` and every `n = 0, 1, 2, …`, exactly one `K` strictly between `nπ/R` and
`(n+1)π/R` satisfies the matching condition. -/
theorem existsUnique_matched {k R : ℝ} (hk : 0 < k) (hR : 0 < R) (n : ℕ) :
    ∃! K, K ∈ Ioo (n * π / R) ((n + 1) * π / R) ∧ Matched k R K := by
  have hpi := Real.pi_pos
  -- two solutions would contradict the sign of the sine of their phase difference
  have key : ∀ p q, (p ∈ Ioo (n * π / R) ((n + 1) * π / R) ∧ Matched k R p) →
      (q ∈ Ioo (n * π / R) ((n + 1) * π / R) ∧ Matched k R q) → ¬ p < q := by
    intro p q hp hq hpq
    obtain ⟨hp0, hsp, -⟩ := phase_signs hk hR n hp.1 hp.2
    obtain ⟨-, -, hcq⟩ := phase_signs hk hR n hq.1 hq.2
    have e1 := (matched_iff_phase k R p n).1 hp.2
    have e2 := (matched_iff_phase k R q n).1 hq.2
    have b1 := (div_lt_iff₀ hR).1 hp.1.1
    have b2 := (lt_div_iff₀ hR).1 hq.1.2
    have b3 := mul_lt_mul_of_pos_right hpq hR
    have hs : 0 < sin ((q * R - n * π) - (p * R - n * π)) :=
      Real.sin_pos_of_pos_of_lt_pi (by linarith) (by linarith)
    rw [Real.sin_sub] at hs
    have h1 := mul_pos hp0 hs
    have h2 := mul_pos (mul_pos (sub_pos.2 hpq) (neg_pos.2 hcq)) hsp
    have e : p * (sin (q * R - n * π) * cos (p * R - n * π)
        - cos (q * R - n * π) * sin (p * R - n * π))
        = (q - p) * cos (q * R - n * π) * sin (p * R - n * π) := by
      linear_combination sin (q * R - n * π) * e1 - sin (p * R - n * π) * e2
    linarith
  -- the mismatch changes sign on the upper half of the interval
  obtain ⟨a, ha⟩ : ∃ a, a = (n + 1 / 2) * π / R := ⟨_, rfl⟩
  obtain ⟨b, hb⟩ : ∃ b, b = (n + 1) * π / R := ⟨_, rfl⟩
  have haR : a * R - n * π = π / 2 := by
    rw [ha, div_mul_cancel₀ _ hR.ne']; ring
  have hbR : b * R - n * π = π := by
    rw [hb, div_mul_cancel₀ _ hR.ne']; ring
  have hb0 : 0 < b := by rw [hb]; positivity
  have hab : a ≤ b := le_of_mul_le_mul_right (by linarith) hR
  have hfa : 0 < a * cos (a * R - n * π) + k * sin (a * R - n * π) := by
    rw [haR, Real.cos_pi_div_two, Real.sin_pi_div_two]; linarith
  have hfb : b * cos (b * R - n * π) + k * sin (b * R - n * π) < 0 := by
    rw [hbR, Real.cos_pi, Real.sin_pi]; linarith
  have hc : Continuous fun x : ℝ => x * cos (x * R - n * π) + k * sin (x * R - n * π) := by
    fun_prop
  obtain ⟨K, ⟨h1, h2⟩, h3⟩ := intermediate_value_Ioo' hab hc.continuousOn ⟨hfb, hfa⟩
  have h4 : K * cos (K * R - n * π) + k * sin (K * R - n * π) = 0 := h3
  have h5 := mul_lt_mul_of_pos_right h1 hR
  have hK : K ∈ Ioo (n * π / R) ((n + 1) * π / R) ∧ Matched k R K :=
    ⟨⟨(div_lt_iff₀ hR).2 (by linarith), hb ▸ h2⟩,
      (matched_iff_phase k R K n).2 (by linarith)⟩
  exact ⟨K, hK, fun q hq => le_antisymm (not_lt.1 (key K q hK hq)) (not_lt.1 (key q K hq hK))⟩
```

## Counting nodes and depths

The zeros of $\sin(Kr)$ in $0 < r < R$ are $r = m\pi/K$ with $0 < m\pi < KR$. As $KR$ lies between $n\pi$ and $(n+1)\pi$, $m$ runs from $1$ to $n$. Lean writes $m = j+1$ with $j < n$.

```lean
/-- For `R > 0`, an inner wave with `K` strictly between `nπ/R` and `(n+1)π/R` has exactly `n` core
nodes. -/
theorem ncard_coreNodes {R K : ℝ} (hR : 0 < R) (n : ℕ)
    (hK : K ∈ Ioo (n * π / R) ((n + 1) * π / R)) : (coreNodes R K).ncard = n := by
  have hpi := Real.pi_pos
  have hpos : 0 < K := lt_of_le_of_lt (by positivity) hK.1
  have b1 := (div_lt_iff₀ hR).1 hK.1
  have b2 := (lt_div_iff₀ hR).1 hK.2
  -- the nodes are the points `π/K, 2π/K, …, nπ/K`
  have hset : coreNodes R K
      = (fun j : ℕ => ((j : ℝ) + 1) * π / K) '' (Finset.range n : Set ℕ) := by
    ext r
    constructor
    · rintro ⟨⟨h0, h1⟩, hs⟩
      obtain ⟨m, hm⟩ := Real.sin_eq_zero_iff.1 hs
      have h2 := mul_pos hpos h0
      have h3 := mul_lt_mul_of_pos_left h1 hpos
      have m0 : (0 : ℝ) < m := lt_of_mul_lt_mul_right (by linarith) hpi.le
      have m1 : (m : ℝ) < n + 1 := lt_of_mul_lt_mul_right (by linarith) hpi.le
      have m0' : 0 < m := by exact_mod_cast m0
      have m1' : m < n + 1 := by exact_mod_cast m1
      obtain ⟨j, rfl⟩ : ∃ j : ℕ, m = j + 1 := ⟨(m - 1).toNat, by omega⟩
      refine ⟨j, Finset.mem_coe.2 (Finset.mem_range.2 (by omega)), ?_⟩
      push_cast at hm
      show ((j : ℝ) + 1) * π / K = r
      rw [div_eq_iff hpos.ne']
      linarith
    · rintro ⟨j, hj, rfl⟩
      have hj' : j + 1 ≤ n := Finset.mem_range.1 (Finset.mem_coe.1 hj)
      have hj2 : (j : ℝ) + 1 ≤ n := by exact_mod_cast hj'
      have h1 := mul_le_mul_of_nonneg_right hj2 hpi.le
      refine ⟨⟨by positivity, (div_lt_iff₀ hpos).2 (by linarith)⟩, ?_⟩
      have e : K * (((j : ℝ) + 1) * π / K) = ((j + 1 : ℕ) : ℝ) * π := by
        rw [mul_div_cancel₀ _ hpos.ne']
        push_cast
        ring
      show sin (K * (((j : ℝ) + 1) * π / K)) = 0
      rw [e, Real.sin_nat_mul_pi]
  have hinj : Function.Injective (fun j : ℕ => ((j : ℝ) + 1) * π / K) := by
    intro i j h
    have h1 : ((i : ℝ) + 1) * π = ((j : ℝ) + 1) * π := (div_left_inj' hpos.ne').1 h
    have h2 := mul_right_cancel₀ hpi.ne' h1
    exact_mod_cast add_right_cancel h2
  rw [hset, Set.ncard_image_of_injective _ hinj, Set.ncard_coe_finset, Finset.card_range]
```

Every positive matched $K$ lies in one of these intervals: take $n = \lfloor KR/\pi\rfloor$. The endpoint $KR = n\pi$ is excluded, because there $\theta = 0$ and matching would force $K = 0$.

```lean
/-- For `R > 0`, every positive matched `K` lies strictly between `nπ/R` and `(n+1)π/R` for
some `n`. -/
theorem exists_interval {k R K : ℝ} (hR : 0 < R) (hK : 0 < K) (hm : Matched k R K) :
    ∃ n : ℕ, K ∈ Ioo (n * π / R) ((n + 1) * π / R) := by
  obtain ⟨n, h1, h2⟩ : ∃ n : ℕ, n * π ≤ K * R ∧ K * R < (n + 1) * π :=
    ⟨⌊K * R / π⌋₊, (le_div_iff₀ Real.pi_pos).1 (Nat.floor_le (by positivity)),
      (div_lt_iff₀ Real.pi_pos).1 (Nat.lt_floor_add_one _)⟩
  -- at an endpoint the inner wave vanishes at `R` but its slope does not
  have h3 : n * π ≠ K * R := by
    intro e
    have h := (matched_iff_phase k R K n).1 hm
    rw [← e, sub_self, Real.cos_zero, Real.sin_zero] at h
    linarith
  exact ⟨n, (div_lt_iff₀ hR).2 (lt_of_le_of_ne h1 h3), (lt_div_iff₀ hR).2 h2⟩
```

Let $K_n$ be the solution in interval $n$ and $V_n = (K_n^2+k^2)/2$. From $K_n < (n+1)\pi/R < K_{n+1}$ follows $V_n < V_{n+1}$. A matched wave with $n$ core nodes must lie in interval $n$, so its wavenumber is $K_n$. The theorem states this as an equivalence: a depth `v` admits such a wave exactly when `v = V n`.

```lean
/-- For `k, R > 0` there is a strictly increasing sequence of well depths `V 0 < V 1 < …` such
that `V n` is the one and only depth with a matched wave of energy `-k²/2` and `n` core nodes. -/
theorem depths_classified_by_nodes {k R : ℝ} (hk : 0 < k) (hR : 0 < R) :
    ∃ V : ℕ → ℝ, StrictMono V ∧ ∀ (n : ℕ) (v : ℝ),
      (∃ K, 0 < K ∧ Matched k R K ∧ (coreNodes R K).ncard = n ∧ wellDepth k K = v)
        ↔ v = V n := by
  choose K hK using fun n => (existsUnique_matched hk hR n).exists
  have hpos : ∀ n, 0 < K n := fun n => (phase_signs hk hR n (hK n).1 (hK n).2).1
  refine ⟨fun n => wellDepth k (K n), strictMono_nat_of_lt_succ fun n => ?_,
    fun n v => ⟨?_, ?_⟩⟩
  · have h1 := (hK n).1.2
    have h2 := (hK (n + 1)).1.1
    push_cast at h2
    have h3 := h1.trans h2
    have h4 : K n ^ 2 < K (n + 1) ^ 2 := by nlinarith [hpos n, hpos (n + 1)]
    show wellDepth k (K n) < wellDepth k (K (n + 1))
    unfold wellDepth
    linarith
  · rintro ⟨q, hq, hm, hn, rfl⟩
    -- the node number tells in which interval the wavenumber lies
    obtain ⟨m, hmem⟩ := exists_interval hR hq hm
    have e : m = n := (ncard_coreNodes hR m hmem).symm.trans hn
    rw [e] at hmem
    exact congrArg (wellDepth k) ((existsUnique_matched hk hR n).unique ⟨hmem, hm⟩ (hK n))
  · rintro rfl
    exact ⟨K n, hpos n, (hK n).2, ncard_coreNodes hR n (hK n).1, rfl⟩

end

end SquareWellCore
```

The theorem considers only depths above $k^2/2$, where $K$ is real and positive. In a shallower well the inner wave would grow up to $R$ and could not join a decaying tail. For a real atom the model is a crude approximation: it lets the valence electron move alone in a fixed core potential, and it replaces that potential, with its Coulomb tail, by a square well.

```lean
#print axioms SquareWellCore.waves_schrodinger
#print axioms SquareWellCore.midpoint_lt
#print axioms SquareWellCore.depths_classified_by_nodes
```

```
'SquareWellCore.waves_schrodinger' depends on axioms: [propext, Classical.choice, Quot.sound]
'SquareWellCore.midpoint_lt' depends on axioms: [propext, Classical.choice, Quot.sound]
'SquareWellCore.depths_classified_by_nodes' depends on axioms: [propext, Classical.choice, Quot.sound]
```
